# Commutators of a rotated angular momentum carry the determinant of the orthogonal matrix, and scalar products stay unchanged

Take operators with $[J_x,J_y]=iJ_z$ and cyclic permutations (units with $\hbar=1$), and reflect them in the $xy$ plane as if they were an ordinary vector: $(J_x,J_y,J_z)$ becomes $(J_x,J_y,-J_z)$, and since $[J_x,J_y]=-i(-J_z)$, the new triple obeys the relation with $-i$ in place of $i$. That sign is the determinant of the reflection, and the file below proves the corresponding rule for every real orthogonal $3\times3$ matrix, together with the invariance of scalar products.

In Lean 4 with Mathlib:

```lean
import Mathlib

open Matrix Complex

namespace RotatedAngularMomentum

noncomputable section

variable {A : Type*} [Ring A] [Algebra ℂ A]

/-- The relations `[Jx, Jy] = c Jz` and their cyclic permutations; an angular momentum
triple (with ħ = 1) is the case `c = i`. -/
def CyclicRelations (c : ℂ) (J : Fin 3 → A) : Prop :=
  J 0 * J 1 - J 1 * J 0 = c • J 2 ∧
  J 1 * J 2 - J 2 * J 1 = c • J 0 ∧
  J 2 * J 0 - J 0 * J 2 = c • J 1

/-- The component `u · J` of an operator triple along a real vector `u`. -/
def along (u : Fin 3 → ℝ) (J : Fin 3 → A) : A := ∑ i, (u i : ℂ) • J i

/-- The triple `RJ`, whose components are those of `J` along the rows of `R`. -/
def rotate (R : Matrix (Fin 3) (Fin 3) ℝ) (J : Fin 3 → A) : Fin 3 → A :=
  fun i => along (R i) J

/-- The scalar product `J · K` of two operator triples, in this order. -/
def dot (J K : Fin 3 → A) : A := ∑ i, J i * K i

/-- The components of an angular momentum along two real vectors satisfy
`[u · J, v · J] = i (u × v) · J`. -/
theorem commutator_along {J : Fin 3 → A} (hJ : CyclicRelations I J) (u v : Fin 3 → ℝ) :
    along u J * along v J - along v J * along u J = I • along (u ⨯₃ v) J := by
  obtain ⟨h1, h2, h3⟩ := hJ
  -- collect the nine products into the three basic commutators
  have expand : along u J * along v J - along v J * along u J =
      ((u 0 : ℂ) * v 1 - u 1 * v 0) • (J 0 * J 1 - J 1 * J 0) +
      ((u 1 : ℂ) * v 2 - u 2 * v 1) • (J 1 * J 2 - J 2 * J 1) +
      ((u 2 : ℂ) * v 0 - u 0 * v 2) • (J 2 * J 0 - J 0 * J 2) := by
    simp only [along, Fin.sum_univ_three, add_mul, mul_add, smul_mul_assoc, mul_smul_comm]
    module
  rw [expand, h1, h2, h3]
  simp only [along, Fin.sum_univ_three, cross_apply, Matrix.cons_val_zero,
    Matrix.cons_val_one, Matrix.cons_val, Complex.ofReal_sub, Complex.ofReal_mul]
  module

/-- The cross product of two successive rows of an orthogonal matrix is the remaining row
times the determinant. -/
theorem cross_rows {R : Matrix (Fin 3) (Fin 3) ℝ} (hR : R * Rᵀ = 1) :
    R 0 ⨯₃ R 1 = R.det • R 2 ∧ R 1 ⨯₃ R 2 = R.det • R 0 ∧ R 2 ⨯₃ R 0 = R.det • R 1 := by
  -- the adjugate of an orthogonal matrix is its transpose times the determinant
  have hadj : R.adjugate = R.det • Rᵀ := by
    calc R.adjugate = R.adjugate * (R * Rᵀ) := by rw [hR, mul_one]
      _ = R.det • Rᵀ := by rw [← mul_assoc, Matrix.adjugate_mul, Matrix.smul_mul, one_mul]
  have e : ∀ i j, R.adjugate i j = R.det * R j i := fun i j => by
    rw [hadj]; rfl
  refine ⟨?_, ?_, ?_⟩
  · have e0 := e 0 2
    have e1 := e 1 2
    have e2 := e 2 2
    simp [Matrix.adjugate_fin_three] at e0 e1 e2
    ext i
    fin_cases i <;> simp [cross_apply] <;> linarith
  · have e0 := e 0 0
    have e1 := e 1 0
    have e2 := e 2 0
    simp [Matrix.adjugate_fin_three] at e0 e1 e2
    ext i
    fin_cases i <;> simp [cross_apply] <;> linarith
  · have e0 := e 0 1
    have e1 := e 1 1
    have e2 := e 2 1
    simp [Matrix.adjugate_fin_three] at e0 e1 e2
    ext i
    fin_cases i <;> simp [cross_apply] <;> linarith

/-- For an angular momentum `J` and an orthogonal matrix `R`, the triple `J' = RJ` obeys
`[J'x, J'y] = i det(R) J'z` and its cyclic permutations. -/
theorem rotate_relations {J : Fin 3 → A} (hJ : CyclicRelations I J)
    {R : Matrix (Fin 3) (Fin 3) ℝ} (hR : R * Rᵀ = 1) :
    CyclicRelations (I * (R.det : ℂ)) (rotate R J) := by
  obtain ⟨c1, c2, c3⟩ := cross_rows hR
  have hs : ∀ (d : ℝ) (u : Fin 3 → ℝ), along (d • u) J = (d : ℂ) • along u J := by
    intro d u
    simp only [along, Pi.smul_apply, smul_eq_mul, Complex.ofReal_mul, Finset.smul_sum,
      smul_smul]
  refine ⟨?_, ?_, ?_⟩ <;>
    simp only [rotate, commutator_along hJ, c1, c2, c3, hs, smul_smul]

/-- Rotating two operator triples by the same orthogonal matrix leaves their scalar product
unchanged, whether or not the triples commute. -/
theorem dot_rotate (J K : Fin 3 → A) {R : Matrix (Fin 3) (Fin 3) ℝ} (hR : R * Rᵀ = 1) :
    dot (rotate R J) (rotate R K) = dot J K := by
  -- the columns of R are orthonormal
  have c : ∀ j k, ∑ i, (R i j : ℂ) * (R i k : ℂ) = if j = k then 1 else 0 := by
    intro j k
    have hT : Rᵀ * R = 1 := mul_eq_one_comm.mp hR
    have h := congrArg (fun M : Matrix (Fin 3) (Fin 3) ℝ => M j k) hT
    simp only [Matrix.mul_apply, Matrix.transpose_apply, Matrix.one_apply] at h
    split_ifs at h ⊢ <;> exact_mod_cast h
  simp only [dot, rotate, along, Finset.sum_mul_sum, smul_mul_smul_comm]
  rw [Finset.sum_comm]
  refine Finset.sum_congr rfl fun j _ => ?_
  rw [Finset.sum_comm]
  simp only [← Finset.sum_smul, c]
  simp [ite_smul]

/-- Transforming a triple by `R` and then by `S` is the same as transforming it by `SR`. -/
theorem rotate_rotate (S R : Matrix (Fin 3) (Fin 3) ℝ) (J : Fin 3 → A) :
    rotate S (rotate R J) = rotate (S * R) J := by
  ext i
  simp only [rotate, along, Fin.sum_univ_three, Matrix.mul_apply, Complex.ofReal_add,
    Complex.ofReal_mul]
  module

/-- For a nonzero angular momentum `J` and an orthogonal matrix `R`, the triple `RJ` is again
an angular momentum exactly when `det R = 1`. -/
theorem rotate_angularMomentum_iff {J : Fin 3 → A} (hJ : CyclicRelations I J) (h0 : J ≠ 0)
    {R : Matrix (Fin 3) (Fin 3) ℝ} (hR : R * Rᵀ = 1) :
    CyclicRelations I (rotate R J) ↔ R.det = 1 := by
  obtain ⟨r1, r2, r3⟩ := rotate_relations hJ hR
  constructor
  · rintro ⟨s1, s2, s3⟩
    by_contra hd
    have hc : I * (1 - (R.det : ℂ)) ≠ 0 := by
      refine mul_ne_zero Complex.I_ne_zero (sub_ne_zero.mpr fun h => hd ?_)
      exact_mod_cast h.symm
    -- two different structure constants force every component to vanish
    have kill : ∀ X : A, I • X = (I * (R.det : ℂ)) • X → X = 0 := by
      intro X hX
      have hz : (I * (1 - (R.det : ℂ))) • X = 0 := by
        rw [mul_sub, mul_one, sub_smul, hX, sub_self]
      rw [← inv_smul_smul₀ hc X, hz, smul_zero]
    have hrot : rotate R J = 0 := by
      ext i
      fin_cases i
      · exact kill _ (s2.symm.trans r2)
      · exact kill _ (s3.symm.trans r3)
      · exact kill _ (s1.symm.trans r1)
    -- rotating back shows that J itself vanishes
    have hback : rotate Rᵀ (rotate R J) = J := by
      rw [rotate_rotate, mul_eq_one_comm.mp hR]
      ext i
      fin_cases i <;> simp [rotate, along, Matrix.one_apply]
    apply h0
    rw [← hback, hrot]
    ext i
    simp [rotate, along]
  · intro hd
    have h := rotate_relations hJ hR
    rwa [hd, Complex.ofReal_one, mul_one] at h

/-- The axial-vector transformation `J ↦ det(R) RJ` turns an angular momentum into an angular
momentum for every orthogonal `R`. -/
theorem axial_rotate {J : Fin 3 → A} (hJ : CyclicRelations I J)
    {R : Matrix (Fin 3) (Fin 3) ℝ} (hR : R * Rᵀ = 1) :
    CyclicRelations I (fun i => (R.det : ℂ) • rotate R J i) := by
  obtain ⟨h1, h2, h3⟩ := rotate_relations hJ hR
  have hd : (R.det : ℂ) * (R.det : ℂ) = 1 := by
    have h := congrArg Matrix.det hR
    rw [Matrix.det_mul, Matrix.det_transpose, Matrix.det_one] at h
    exact_mod_cast h
  refine ⟨?_, ?_, ?_⟩ <;>
    simp only [smul_mul_smul_comm, ← smul_sub, h1, h2, h3, smul_smul, hd, one_mul]

/-- The three spin-1/2 matrices, half the Pauli matrices. -/
def spinHalf : Fin 3 → Matrix (Fin 2) (Fin 2) ℂ :=
  ![!![0, 1 / 2; 1 / 2, 0], !![0, -I / 2; I / 2, 0], !![1 / 2, 0; 0, -1 / 2]]

/-- The reflection in the xy plane. -/
def mirror : Matrix (Fin 3) (Fin 3) ℝ := !![1, 0, 0; 0, 1, 0; 0, 0, -1]

/-- The spin-1/2 matrices are a nonzero angular momentum triple, and the reflection in the
xy plane is an orthogonal matrix of determinant -1. -/
theorem spinHalf_mirror_witness :
    CyclicRelations I spinHalf ∧ spinHalf ≠ 0 ∧ mirror * mirrorᵀ = 1 ∧ mirror.det = -1 := by
  refine ⟨⟨?_, ?_, ?_⟩, ?_, ?_, ?_⟩
  · ext i j
    fin_cases i <;> fin_cases j <;> simp [spinHalf] <;> ring
  · ext i j
    fin_cases i <;> fin_cases j <;> simp [spinHalf] <;> ring
  · ext i j
    fin_cases i <;> fin_cases j <;> simp [spinHalf] <;> ring_nf <;>
      simp [Complex.I_sq] <;> norm_num
  · intro h
    have h' := congrFun (congrFun (congrFun h 2) 0) 0
    simp [spinHalf] at h'
  · ext i j
    fin_cases i <;> fin_cases j <;> simp [mirror, Matrix.mul_apply, Fin.sum_univ_three]
  · simp [mirror, Matrix.det_fin_three]

end

end RotatedAngularMomentum
```

```lean
#print axioms RotatedAngularMomentum.dot_rotate
#print axioms RotatedAngularMomentum.rotate_angularMomentum_iff
#print axioms RotatedAngularMomentum.axial_rotate
```

```
'RotatedAngularMomentum.dot_rotate' depends on axioms: [propext, Classical.choice, Quot.sound]
'RotatedAngularMomentum.rotate_angularMomentum_iff' depends on axioms: [propext, Classical.choice, Quot.sound]
'RotatedAngularMomentum.axial_rotate' depends on axioms: [propext, Classical.choice, Quot.sound]
```

## Operator triples and real matrices

The operators live in `A`, a ring with unit that is also an algebra over the complex numbers. Products need not commute, and $[X,Y]$ stands for $XY-YX$. A triple is a function `Fin 3 → A`, so the components are numbered $J_0,J_1,J_2$ for $x,y,z$.

The predicate `CyclicRelations c J` says that
$$[J_0,J_1]=c\,J_2,\qquad [J_1,J_2]=c\,J_0,\qquad [J_2,J_0]=c\,J_1 .$$
An angular momentum is a triple with $c=i$. Keeping $c$ as a parameter lets the same predicate describe the transformed triple, whose constant may differ.

For a real vector $u$, `along u J` is the component $u\cdot J=\sum_i u_iJ_i$. For a real matrix $R$ with rows $R_0,R_1,R_2$, the triple `rotate R J` is
$$J'_i=R_i\cdot J=\sum_j R_{ij}J_j .$$
Despite its name, `rotate` accepts any real $3\times3$ matrix. Orthogonality enters as the hypothesis `R * Rᵀ = 1`, which says that the rows are orthonormal and allows reflections as well as proper rotations.

With these definitions, `rotate_relations` states that if $J$ is an angular momentum and $R$ is orthogonal, then $J'$ satisfies the cyclic relations with $c=i\det R$. The theorem `dot_rotate` concerns $J\cdot K=\sum_iJ_iK_i$, with the factors in this order. It says that $J'\cdot K'=J\cdot K$ when both triples are transformed by the same orthogonal $R$. Here $J$ and $K$ are arbitrary: they need not be angular momenta, and their components need not commute with each other.

## Left-handed axes and axial vectors

If the rows of $R$ are read as a new set of orthonormal axes, then $J'_i$ is the component of the same angular momentum along the $i$-th new axis. Right-handed axes have $\det R=1$ and give the usual relations; left-handed axes have $\det R=-1$ and give them with $-i$.

The theorem `rotate_angularMomentum_iff` sharpens this: for $J\neq0$, the triple $RJ$ is again an angular momentum exactly when $\det R=1$. The condition $J\ne0$ means that at least one component is nonzero. It excludes the total spin restricted to a singlet space, where all three components vanish and every choice of $c$ works.

Angular momentum is an axial vector, which transforms under a reflection with an extra factor $\det R$. The theorem `axial_rotate` shows that $J\mapsto\det(R)\,RJ$ preserves the angular momentum relations for every orthogonal $R$. For the reflection in the $xy$ plane this gives $(-J_0,-J_1,J_2)$, which is a rotation by $\pi$ about the $z$ axis.

In a spin Hamiltonian with fixed real axes, the rule matters when the axes come from diagonalising a symmetric coupling tensor: the computed eigenvectors may form a left-handed set, and reversing one of them restores the usual commutators. An isotropic exchange term $S_1\cdot S_2$ keeps its form when both spins are referred to the same new axes, whereas in an anisotropic coupling or a term with an external field the components of the coupling tensor or of the field must be referred to the new axes as well.

The setting is purely algebraic. There is no Hilbert space, Hermiticity or quantum number, and the entries of $R$ are real numbers, so axes that themselves depend on quantum coordinates are not covered. The algebra may be infinite-dimensional, but unbounded operators must first be placed in an algebra where their products are defined, for instance the linear maps of a common invariant domain into itself.

## From two components to a cross product

Let $u$ and $v$ be real vectors. Expanding the commutator gives
$$[u\cdot J,v\cdot J]=\sum_{i,j}u_iv_j[J_i,J_j].$$
The terms with $i=j$ vanish, and the other six combine in pairs because $[J_j,J_i]=-[J_i,J_j]$:
$$
\begin{aligned}
[u\cdot J,v\cdot J]={}&(u_0v_1-u_1v_0)[J_0,J_1]+(u_1v_2-u_2v_1)[J_1,J_2]\\
&+(u_2v_0-u_0v_2)[J_2,J_0].
\end{aligned}
$$
Inserting the angular momentum relations turns the right-hand side into
$$i\big[(u_0v_1-u_1v_0)J_2+(u_1v_2-u_2v_1)J_0+(u_2v_0-u_0v_2)J_1\big]=i\,(u\times v)\cdot J .$$

This is `commutator_along`. Its intermediate claim `expand` is the displayed sum of three commutators. The tactic `module` checks it by comparing the complex coefficients of the products $J_iJ_j$, without exchanging the operators. The three hypotheses are then substituted, and a second use of `module` matches the result with the components of the cross product.

## The determinant enters through the rows

The lemma `cross_rows` says that an orthogonal $R$ satisfies
$$R_0\times R_1=\det(R)\,R_2,\qquad R_1\times R_2=\det(R)\,R_0,\qquad R_2\times R_0=\det(R)\,R_1 .$$
To derive this, use the adjugate $\operatorname{adj}R$, the transposed matrix of cofactors, which satisfies $\operatorname{adj}(R)\,R=\det(R)\,1$. Since $RR^{T}=1$,
$$\operatorname{adj}R=\operatorname{adj}(R)\,RR^{T}=\det(R)\,R^{T}.$$
The columns $0,1,2$ of $\operatorname{adj}R$ are $R_1\times R_2$, $R_2\times R_0$ and $R_0\times R_1$, while the corresponding columns of $R^{T}$ are $R_0,R_1,R_2$. Comparing columns gives the three identities.

In the proof, `hadj` is the matrix equation and `e` is its version for single entries. The explicit formula for a $3\times3$ adjugate then reduces each cross product to three scalar equations, which `linarith` closes.

The commutator of two transformed components now follows:
$$[J'_0,J'_1]=i\,(R_0\times R_1)\cdot J=i\det(R)\,R_2\cdot J=i\det(R)\,J'_2 ,$$
and the other two relations follow in the same way from the other two row identities. The proof of `rotate_relations` has exactly these ingredients. Its auxiliary statement `hs` moves the real factor $\det R$ out of `along`, and one simplification treats all three relations.

## Orthonormal columns and the scalar product

For the scalar product, write out both transformed triples:
$$J'\cdot K'=\sum_i\Big(\sum_jR_{ij}J_j\Big)\Big(\sum_kR_{ik}K_k\Big)
=\sum_{j,k}\Big(\sum_iR_{ij}R_{ik}\Big)J_jK_k .$$
A square matrix with $RR^{T}=1$ also satisfies $R^{T}R=1$, so the inner sum is $1$ for $j=k$ and $0$ otherwise. What remains is $\sum_jJ_jK_j=J\cdot K$. Only numbers have been moved past operators, and each $J_j$ has stayed to the left of its $K_k$, which is why no commutation assumption is needed.

In `dot_rotate`, the statement `c` expresses the orthonormality of the columns in complex numbers. The two uses of `Finset.sum_comm` bring the sum over $i$ to the inside, where `c` evaluates it.

## Successive transformations and the converse

Two transformations in succession give
$$\sum_jS_{ij}\sum_kR_{jk}J_k=\sum_k(SR)_{ik}J_k ,$$
so applying $R$ and then $S$ is the same as applying $SR$. This is `rotate_rotate`, which holds for all real $3\times3$ matrices.

It supplies the last step of the determinant criterion. Suppose that $J'=RJ$ satisfies the relations with $i$. It also satisfies them with $i\det R$, so each component obeys
$$i(1-\det R)\,J'_k=0 .$$
If $\det R\neq1$, the scalar can be divided out and $J'=0$. Transforming back gives $J=R^{T}J'=0$, contrary to the assumption. Conversely, $\det R=1$ reduces the main theorem to the ordinary relations. In the proof, `kill` performs the division, `hrot` collects the three vanishing components, and `hback` is the inverse transformation.

For the axial rule, put $d=\det R$. Taking determinants in $RR^{T}=1$ gives $d^2=1$, and therefore
$$[dJ'_0,dJ'_1]=d^2\,i\,d\,J'_2=i\,(dJ'_2),$$
with the same calculation for the cyclic permutations. The proof of `axial_rotate` establishes $d^2=1$ as `hd` and simplifies.

Finally, `spinHalf_mirror_witness` checks entry by entry that half the Pauli matrices form a nonzero angular momentum triple, and that the reflection from the opening is orthogonal with determinant $-1$. The sign change therefore occurs for an actual spin.

## Rotation by conjugation

Another model would define a rotation through an invertible operator $U$, with $J'_i=UJ_iU^{-1}$, as one does with a unitary rotation operator acting on states. The commutation relations would then be preserved at once, because conjugation respects products and complex scalars. The work would shift to showing that a given $U$ produces the real matrix $R$.

This choice would also remove the negative sign from view. If $UJ_iU^{-1}=(RJ)_i$ for a nonzero angular momentum and an orthogonal $R$, the determinant criterion forces $\det R=1$. As for the scalar product, conjugation sends $J\cdot K$ to $U(J\cdot K)U^{-1}$, so invariance means that $J\cdot K$ commutes with $U$. By `dot_rotate` this holds whenever conjugation by $U$ transforms both triples by the same orthogonal $R$; it can fail otherwise, for instance when $U$ rotates only one of two spins.
